# The finite-displacement Hadamard identity for a node on an interval

## Stationary states, slopes and units

Units are $\hbar = m = 1$, and all wave functions are real. One particle moves on $[0,a]$ in a potential $V$. A stationary state of energy $E$ is a function $u$ together with a slope function $u'$ such that

- $u$ and $u'$ are continuous on the closed interval $[0,a]$;
- at every interior point, $u'$ is the derivative of $u$;
- at every interior point, $u'$ has a derivative $u''$, and $-\tfrac12 u'' + Vu = Eu$.

No boundary condition is built in: zeros at the ends are stated separately where they are needed. Nor is $u$ normalised, and $u=0$ is allowed.

In the file this is `IsStationary V E a u u'`. The slope `u'` is a separate function, tied to `u` by `HasDerivAt` on the open interval `Ioo 0 a`; continuity is required on the closed interval `Icc 0 a`. The number `c` in the last field is $u''(x)$.

```lean
import Mathlib

open Set Filter Topology

namespace FixedNodeHadamard

/-- `u`, with slope `u'`, is a real stationary state of energy `E` on `[0, a]`: both are continuous
up to the ends, and `-u''/2 + V u = E u` holds in the interior. -/
structure IsStationary (V : ℝ → ℝ) (E a : ℝ) (u u' : ℝ → ℝ) : Prop where
  cont : ContinuousOn u (Icc 0 a)
  cont_slope : ContinuousOn u' (Icc 0 a)
  hasDeriv : ∀ x ∈ Ioo 0 a, HasDerivAt u (u' x) x
  schrodinger : ∀ x ∈ Ioo 0 a, ∃ c, HasDerivAt u' c x ∧ -c / 2 + V x * u x = E * u x
```

The values of $V$ at the two ends play no part. Inside, the equation must hold at every point. This shuts out a state that is nonzero at a jump of $V$, such as a bound state of a finite square well whose edge lies inside the interval: $u''$ would have to jump there, and a derivative that exists at every point cannot do so. Another model would require $u$ to be twice continuously differentiable up to the ends. That is shorter to say, but it excludes some singular potentials. For example, $u = x + x^{3/2}$ solves the equation with $E=0$ and $V = u''/(2u)$, and its slope is continuous at $0$, while $u'' = \tfrac34 x^{-1/2}$ diverges there. The definition above admits this state.

Below, $\varphi$ has energy $E_1$ and $\psi$ has energy $E_2$, in the same potential.

## (a) Shortening the interval

**Task.** Let $\varphi$ be stationary on $[0,b]$ with energy $E_1$, and let $a \le b$. Show that $\varphi$ is stationary on $[0,a]$ with the same energy.

**Solution.** Since $[0,a]\subseteq[0,b]$ and $(0,a)\subseteq(0,b)$, continuity, the derivative relation and the Schrödinger equation all carry over to the shorter interval. Nothing is required of the value $\varphi(a)$, so the restricted state need not vanish at its new end.

The Lean proof restricts the four fields one by one through these inclusions.

```lean
variable {V φ φ' ψ ψ' : ℝ → ℝ} {E₁ E₂ a b : ℝ}

/-- A stationary state on `[0, b]` is also one on every shorter interval `[0, a]`. -/
theorem IsStationary.restrict (h : IsStationary V E₁ b φ φ') (hab : a ≤ b) :
    IsStationary V E₁ a φ φ' where
  cont := h.cont.mono (Icc_subset_Icc_right hab)
  cont_slope := h.cont_slope.mono (Icc_subset_Icc_right hab)
  hasDeriv := fun x hx => h.hasDeriv x (Ioo_subset_Ioo_right hab hx)
  schrodinger := fun x hx => h.schrodinger x (Ioo_subset_Ioo_right hab hx)
```

## (b) The rate of change of the Wronskian

**Task.** For two stationary states on $[0,a]$, show that at every interior point
$$\frac{d}{dx}\bigl(\psi\varphi' - \varphi\psi'\bigr) = 2(E_2-E_1)\,\varphi\psi .$$

**Solution.** By the product rule, the terms $\psi'\varphi'$ cancel:
$$(\psi\varphi' - \varphi\psi')' = \psi'\varphi' + \psi\varphi'' - \varphi'\psi' - \varphi\psi'' = \psi\varphi'' - \varphi\psi''.$$
The Schrödinger equations give $\varphi'' = 2(V-E_1)\varphi$ and $\psi'' = 2(V-E_2)\psi$. Therefore
$$\psi\varphi'' - \varphi\psi'' = 2(V-E_1)\varphi\psi - 2(V-E_2)\varphi\psi = 2(E_2-E_1)\varphi\psi .$$

In Lean, `c₁` and `c₂` are the two second derivatives. The product rule supplies a derivative, and `linear_combination` adds the first Schrödinger equation times $-2\psi$ to the second times $2\varphi$, which removes $V$.

```lean
/-- At interior points, the Wronskian `ψ φ' - φ ψ'` of two stationary states in the same potential
changes at the rate `2 (E₂ - E₁) φ ψ`. -/
theorem wronskian_hasDerivAt (hφ : IsStationary V E₁ a φ φ') (hψ : IsStationary V E₂ a ψ ψ')
    {x : ℝ} (hx : x ∈ Ioo 0 a) :
    HasDerivAt (fun y => ψ y * φ' y - φ y * ψ' y) (2 * (E₂ - E₁) * (φ x * ψ x)) x := by
  obtain ⟨c₁, h₁, e₁⟩ := hφ.schrodinger x hx
  obtain ⟨c₂, h₂, e₂⟩ := hψ.schrodinger x hx
  refine (((hψ.hasDeriv x hx).fun_mul h₁).fun_sub
    ((hφ.hasDeriv x hx).fun_mul h₂)).congr_deriv ?_
  -- the potential cancels between the two Schrödinger equations
  linear_combination (-2 * ψ x) * e₁ + (2 * φ x) * e₂
```

## (c) Green's identity with both boundary terms

**Task.** For $a\ge 0$, show that
$$(E_2-E_1)\int_0^a \varphi\psi\,dx = \tfrac12\Bigl[\psi\varphi'-\varphi\psi'\Bigr]_0^a .$$

**Solution.** Integrate (b) from $0$ to $a$. The Wronskian is continuous on $[0,a]$, and its interior derivative is a constant times $\varphi\psi$, which is continuous on $[0,a]$ and hence integrable. The fundamental theorem of calculus gives
$$2(E_2-E_1)\int_0^a\varphi\psi\,dx = \Bigl[\psi\varphi'-\varphi\psi'\Bigr]_0^a ,$$
and division by $2$ finishes the argument. Since $V$ has dropped out of the integrand, its integrability is never needed. For $a=0$ both sides are zero.

`hint` is the integrability statement. The version of the fundamental theorem used here asks for a derivative only in the interior and for continuity up to the ends, which is what the definition provides.

```lean
/-- Green's identity: the energy difference times the overlap on `[0, a]` is half the difference
of the Wronskian between the two ends. -/
theorem green_identity (ha : 0 ≤ a) (hφ : IsStationary V E₁ a φ φ')
    (hψ : IsStationary V E₂ a ψ ψ') :
    (E₂ - E₁) * ∫ x in (0 : ℝ)..a, φ x * ψ x =
      ((ψ a * φ' a - φ a * ψ' a) - (ψ 0 * φ' 0 - φ 0 * ψ' 0)) / 2 := by
  have hint : IntervalIntegrable (fun x => 2 * (E₂ - E₁) * (φ x * ψ x))
      MeasureTheory.volume 0 a :=
    (continuousOn_const.mul (hφ.cont.mul hψ.cont)).intervalIntegrable_of_Icc ha
  have h := intervalIntegral.integral_eq_sub_of_hasDerivAt_of_le ha
    ((hψ.cont.mul hφ.cont_slope).sub (hφ.cont.mul hψ.cont_slope))
    (fun x hx => wronskian_hasDerivAt hφ hψ hx) hint
  rw [intervalIntegral.integral_const_mul] at h
  simp only [Pi.sub_apply, Pi.mul_apply] at h
  linear_combination h / 2
```

## (d) One surviving boundary term

**Task.** Suppose also that $\varphi(0)=\psi(0)=0$ and $\varphi(a)=0$. Show that
$$(E_2-E_1)\int_0^a\varphi\psi\,dx = \frac{\psi(a)\,\varphi'(a)}{2}.$$

**Solution.** At $0$ both products in the Wronskian contain a factor that vanishes. At $a$ the product $\varphi(a)\psi'(a)$ vanishes, and $\psi(a)\varphi'(a)$ remains. Insert this in (c).

The displacement need not be small: $\psi$ may be far from having a node at $a$. The hypotheses `hφ0`, `hψ0` and `hφa` are the three zeros, and the proof substitutes them in Green's identity.

```lean
/-- Finite-displacement Hadamard identity: if both states vanish at `0` and `φ` has a node at `a`,
the energy difference times the overlap is `ψ(a) φ'(a) / 2`. -/
theorem hadamard_identity (ha : 0 ≤ a) (hφ : IsStationary V E₁ a φ φ')
    (hψ : IsStationary V E₂ a ψ ψ') (hφ0 : φ 0 = 0) (hψ0 : ψ 0 = 0) (hφa : φ a = 0) :
    (E₂ - E₁) * ∫ x in (0 : ℝ)..a, φ x * ψ x = ψ a * φ' a / 2 := by
  rw [green_identity ha hφ hψ, hφ0, hψ0, hφa]
  ring
```

## (e) The sign of the energy difference

**Task.** In the situation of (d), let $S=\int_0^a\varphi\psi\,dx>0$ and $\varphi'(a)<0$. Show that
$$E_2<E_1 \iff \psi(a)>0 .$$

**Solution.** Divide (d) by $S$:
$$E_2-E_1 = \frac{\varphi'(a)}{2S}\,\psi(a).$$
The factor in front of $\psi(a)$ is negative, so the left side is negative exactly when $\psi(a)$ is positive.

Lean works with the undivided identity. In each direction it assumes the opposite of the desired sign and finds that the two sides of (d) would have incompatible signs.

```lean
/-- Let both states vanish at `0`, let `φ` reach its node at `a` with negative slope, and let the
overlap on `[0, a]` be positive. Then `ψ` has the lower energy exactly when `ψ(a) > 0`. -/
theorem energy_lt_iff (ha : 0 ≤ a) (hφ : IsStationary V E₁ a φ φ')
    (hψ : IsStationary V E₂ a ψ ψ') (hφ0 : φ 0 = 0) (hψ0 : ψ 0 = 0) (hφa : φ a = 0)
    (hover : 0 < ∫ x in (0 : ℝ)..a, φ x * ψ x) (hslope : φ' a < 0) :
    E₂ < E₁ ↔ 0 < ψ a := by
  have h := hadamard_identity ha hφ hψ hφ0 hψ0 hφa
  constructor
  · intro hE
    have h1 := mul_neg_of_neg_of_pos (sub_neg.2 hE) hover
    by_contra hn
    have h2 := mul_nonneg_of_nonpos_of_nonpos (not_lt.1 hn) hslope.le
    linarith
  · intro hp
    have h1 := mul_neg_of_pos_of_neg hp hslope
    by_contra hn
    have h2 := mul_nonneg (sub_nonneg.2 (not_lt.1 hn)) hover.le
    linarith
```

## (f) Same sign inside, lower energy

**Task.** Let $a>0$ and let the three zeros be as in (d). Suppose that $\varphi(x)\psi(x)>0$ for $0<x<a$, that $\psi(a)>0$ and that $\varphi'(a)<0$. Show that $E_2<E_1$.

**Solution.** The product $\varphi\psi$ is continuous on $[0,a]$ and positive inside, so its integral is positive. Part (e) then gives the inequality.

The hypothesis `hpos` is the pointwise sign condition; a library lemma on integrals of positive functions turns it into the positive overlap that (e) requires.

In fixed-node diffusion Monte Carlo, the solution is forced to vanish on the nodes of the trial function. For a single particle confined between $0$ and one movable node, (f) says that the energy of this region falls when the node moves outward from $a$, provided that both states are positive up to their nodes and $\varphi$ reaches its node with nonzero slope. It says nothing about a region beyond the node, which shrinks at the same time, so it does not by itself tell how the fixed-node energy of a larger interval changes.

```lean
/-- Let both states vanish at `0` and have the same sign inside `(0, a)`. If `φ` has a node at `a`
with negative slope while `ψ(a) > 0`, then `ψ` has strictly lower energy. -/
theorem energy_lt (ha : 0 < a) (hφ : IsStationary V E₁ a φ φ')
    (hψ : IsStationary V E₂ a ψ ψ') (hφ0 : φ 0 = 0) (hψ0 : ψ 0 = 0) (hφa : φ a = 0)
    (hpos : ∀ x ∈ Ioo 0 a, 0 < φ x * ψ x) (hψa : 0 < ψ a) (hslope : φ' a < 0) :
    E₂ < E₁ :=
  (energy_lt_iff ha.le hφ hψ hφ0 hψ0 hφa
    (intervalIntegral.intervalIntegral_pos_of_pos_on
      ((hφ.cont.mul hψ.cont).intervalIntegrable_of_Icc ha.le) hpos ha) hslope).2 hψa
```

## (g) The infinitesimal formula

**Task.** For every $b\ge a>0$, let $u_b$ be stationary on $[0,b]$ with energy $E(b)$ and $u_b(0)=u_b(b)=0$. Let $\int_0^a u_a^2\,dx\neq0$. Assume that, as $b$ decreases to $a$, the overlap $\int_0^a u_au_b\,dx$ tends to $\int_0^a u_a^2\,dx$, and that $u_b'(x)\to u_a'(a)$ as $b$ and $x$ tend to $a$ from above. Show that the right derivative of the energy is
$$\left.\frac{dE}{db}\right|_{b=a^+} = -\frac{u_a'(a)^2}{2\int_0^a u_a^2\,dx}.$$

**Solution.** For $b>a$, restrict $u_b$ to $[0,a]$ by (a) and apply (d) with $\varphi=u_a$ and $\psi=u_b$:
$$\bigl(E(b)-E(a)\bigr)\int_0^a u_au_b\,dx = \frac{u_b(a)\,u_a'(a)}{2}.$$
Since $u_b(b)=0$, the mean value theorem gives a point $\xi_b\in(a,b)$ with $u_b(a) = -(b-a)\,u_b'(\xi_b)$. For $b$ close to $a$ the overlap is nonzero, and
$$\frac{E(b)-E(a)}{b-a} = -\frac{u_b'(\xi_b)\,u_a'(a)}{2\int_0^a u_au_b\,dx}.$$
As $b\to a^+$, the point $\xi_b$ is squeezed to $a$, so $u_b'(\xi_b)\to u_a'(a)$. The overlap tends to the squared norm, and the formula follows. For a normalised $u_a$ the derivative is $-u_a'(a)^2/2$.

Hadamard's name is usually attached to the moving boundary of a domain in any dimension. Here a single end point moves outward, and the convergence of the states is assumed. Physically, the assumption says that the state follows the node continuously, with its sign and scale chosen consistently.

In Lean, `u b x` is $u_b(x)$ and `𝓝[>] a` means approach from above. The limit `hslope` lets $b$ and $x$ approach $a$ independently, so it also constrains the values assigned to `u' b` beyond the node $b$. In the proof, `hmvt` supplies the points $\xi_b$, `hξlim` is the squeeze, and `hq` is the limit of the right-hand quotient. The last lines identify that quotient with the slope of $E$ for $b$ near $a$.

```lean
/-- Hadamard formula: let `u b` be stationary states with zeros at `0` and `b`, for `b ≥ a > 0`. If
`u a` has nonzero norm, and the overlaps with `u a` and the slopes near `a` converge to the values
for `u a` itself as `b` decreases to `a`, the energy has right derivative `-u'(a)² / (2 ∫ u²)` at
`a`. -/
theorem hadamard_formula {E : ℝ → ℝ} {u u' : ℝ → ℝ → ℝ} (ha : 0 < a)
    (hu : ∀ b, a ≤ b → IsStationary V (E b) b (u b) (u' b))
    (hzero : ∀ b, a ≤ b → u b 0 = 0) (hnode : ∀ b, a ≤ b → u b b = 0)
    (hnorm : (∫ x in (0 : ℝ)..a, u a x * u a x) ≠ 0)
    (hover : Tendsto (fun b => ∫ x in (0 : ℝ)..a, u a x * u b x) (𝓝[>] a)
      (𝓝 (∫ x in (0 : ℝ)..a, u a x * u a x)))
    (hslope : Tendsto (fun p : ℝ × ℝ => u' p.1 p.2) (𝓝[>] a ×ˢ 𝓝[>] a) (𝓝 (u' a a))) :
    HasDerivWithinAt E (-(u' a a) ^ 2 / (2 * ∫ x in (0 : ℝ)..a, u a x * u a x))
      (Ioi a) a := by
  -- the value of the displaced state at the old node is a slope times the displacement
  have hmvt : ∀ b, ∃ ξ, a < b → ξ ∈ Ioo a b ∧ u' b ξ * (b - a) = -u b a := by
    intro b
    by_cases h : a < b
    · have hs := hu b h.le
      obtain ⟨ξ, hξ, e⟩ := exists_hasDerivAt_eq_slope (u b) (u' b) h
        (hs.cont.mono (Icc_subset_Icc_left ha.le))
        (fun x hx => hs.hasDeriv x ⟨ha.trans hx.1, hx.2⟩)
      refine ⟨ξ, fun _ => ⟨hξ, ?_⟩⟩
      rw [e, hnode b h.le, div_mul_cancel₀ _ (sub_pos.2 h).ne']
      ring
    · exact ⟨a, fun h' => absurd h' h⟩
  choose ξ hξ using hmvt
  have hid : Tendsto (fun b : ℝ => b) (𝓝[>] a) (𝓝 a) := tendsto_id.mono_left nhdsWithin_le_nhds
  have hgt : ∀ᶠ b in 𝓝[>] a, a < b := self_mem_nhdsWithin
  have hξlim : Tendsto ξ (𝓝[>] a) (𝓝[>] a) :=
    tendsto_nhdsWithin_iff.2 ⟨tendsto_of_tendsto_of_tendsto_of_le_of_le' tendsto_const_nhds hid
      (hgt.mono fun b hb => (hξ b hb).1.1.le) (hgt.mono fun b hb => (hξ b hb).1.2.le),
      hgt.mono fun b hb => (hξ b hb).1.1⟩
  have hlim : Tendsto (fun b => u' b (ξ b)) (𝓝[>] a) (𝓝 (u' a a)) :=
    hslope.comp (tendsto_id.prodMk hξlim)
  have hq : Tendsto (fun b => -(u' b (ξ b) * u' a a) / (2 * ∫ x in (0 : ℝ)..a, u a x * u b x))
      (𝓝[>] a) (𝓝 (-(u' a a * u' a a) / (2 * ∫ x in (0 : ℝ)..a, u a x * u a x))) :=
    (hlim.mul_const (u' a a)).neg.div (hover.const_mul 2) (mul_ne_zero two_ne_zero hnorm)
  rw [hasDerivWithinAt_iff_tendsto_slope' (by simp), sq (u' a a)]
  refine hq.congr' ?_
  filter_upwards [hgt, hover.eventually_ne hnorm] with b hb hO
  -- the finite identity gives the difference quotient of the energy
  have h := hadamard_identity ha.le (hu a le_rfl) ((hu b hb.le).restrict hb.le)
    (hzero a le_rfl) (hzero b hb.le) (hnode a le_rfl)
  rw [slope_def_field, div_eq_div_iff (mul_ne_zero two_ne_zero hO) (sub_pos.2 hb).ne']
  linear_combination (-u' a a) * (hξ b hb).2 - 2 * h
```

## (h) Free waves

**Task.** Show that for $V=0$ and any real $k$, the function $\sin(kx)$ is stationary on $[0,a]$ with energy $E=k^2/2$.

**Solution.** The slope is $k\cos(kx)$, and both functions are continuous. The second derivative is $-k^2\sin(kx)$, so $-\tfrac12u''=\tfrac{k^2}{2}u$.

The Lean proof obtains both derivatives from the chain rule.

```lean
/-- The free wave `sin (k x)` is a stationary state of energy `k² / 2` for zero potential. -/
theorem free_wave (k a : ℝ) : IsStationary (fun _ => 0) (k ^ 2 / 2) a
    (fun x => Real.sin (k * x)) (fun x => k * Real.cos (k * x)) := by
  have h : ∀ x : ℝ, HasDerivAt (fun y => k * y) k x := fun x =>
    ((hasDerivAt_id' x).const_mul k).congr_deriv (mul_one k)
  refine ⟨by fun_prop, by fun_prop, fun x _ => (h x).sin.congr_deriv (by ring), fun x _ => ?_⟩
  exact ⟨_, (h x).cos.const_mul k, by ring⟩
```

## (i) An example, and the role of the sign condition

**Task.** Let $0<k<1$. Verify that $\varphi=\sin x$ and $\psi=\sin(kx)$ satisfy the hypotheses of (f) on $[0,\pi]$, in particular
$$\sin x\,\sin(kx)>0\quad(0<x<\pi),\qquad \sin(k\pi)>0,\qquad \cos\pi<0 .$$

**Solution.** Both waves are stationary by (h), both vanish at $0$, and $\sin\pi=0$. For $0<x<\pi$ we have $0<kx<\pi$, so both sines are positive. Also $0<k\pi<\pi$, so $\sin(k\pi)>0$, and $\varphi'(\pi)=\cos\pi=-1$.

Without the condition $\varphi\psi>0$ inside, (f) fails. Take $k=\tfrac52$: then $\psi(\pi)=\sin(5\pi/2)=1>0$, and the zeros and the slope of $\varphi$ are as before, but $E_2=\tfrac{25}{8}$ exceeds $E_1=\tfrac12$. The wave $\psi$ is negative between $2\pi/5$ and $4\pi/5$, and the overlap is $-\tfrac{4}{21}$.

The Lean statement lists the hypotheses of (f) for this pair, apart from the evident $\pi>0$, with the factors `1 *` left in place so that both waves have the form used in (h).

```lean
/-- On `[0, π]` the free waves `sin x` and `sin (k x)` with `0 < k < 1` have the same sign inside;
the first has a node at `π` with negative slope, and the second is positive there. -/
theorem energy_lt_witness {k : ℝ} (hk : 0 < k) (hk1 : k < 1) :
    IsStationary (fun _ => 0) (1 ^ 2 / 2) Real.pi
      (fun x => Real.sin (1 * x)) (fun x => 1 * Real.cos (1 * x)) ∧
    IsStationary (fun _ => 0) (k ^ 2 / 2) Real.pi
      (fun x => Real.sin (k * x)) (fun x => k * Real.cos (k * x)) ∧
    Real.sin (1 * 0) = 0 ∧ Real.sin (k * 0) = 0 ∧ Real.sin (1 * Real.pi) = 0 ∧
    (∀ x ∈ Ioo 0 Real.pi, 0 < Real.sin (1 * x) * Real.sin (k * x)) ∧
    0 < Real.sin (k * Real.pi) ∧ 1 * Real.cos (1 * Real.pi) < 0 := by
  refine ⟨free_wave 1 _, free_wave k _, by simp, by simp, by simp, fun x hx => ?_, ?_, by simp⟩
  · rw [one_mul]
    exact mul_pos (Real.sin_pos_of_pos_of_lt_pi hx.1 hx.2)
      (Real.sin_pos_of_pos_of_lt_pi (mul_pos hk hx.1) (by nlinarith [hx.1, hx.2]))
  · exact Real.sin_pos_of_pos_of_lt_pi (mul_pos hk Real.pi_pos) (by nlinarith [Real.pi_pos])

end FixedNodeHadamard
```

```lean
#print axioms FixedNodeHadamard.hadamard_identity
-- 'FixedNodeHadamard.hadamard_identity' depends on axioms: [propext, Classical.choice, Quot.sound]
#print axioms FixedNodeHadamard.energy_lt
-- 'FixedNodeHadamard.energy_lt' depends on axioms: [propext, Classical.choice, Quot.sound]
#print axioms FixedNodeHadamard.hadamard_formula
-- 'FixedNodeHadamard.hadamard_formula' depends on axioms: [propext, Classical.choice, Quot.sound]
```
